# A unital complex matrix algebra closed under conjugate transpose equals its double commutant

To find out whether a conserved quantity \(T\) is merely a function of a Hamiltonian, it isn't enough to check that \(T\) commutes with the Hamiltonian. If the Hamiltonian is the \(2\times2\) identity, \(\sigma_z\) commutes with it but is no multiple of it. The sufficient check, for a Hermitian matrix \(H\) in a finite orthonormal basis, is that \(T\) commutes with everything that commutes with \(H\); then \(T\) is a polynomial in \(H\).

This follows from a statement about algebras. For a set \(G\) of \(n\times n\) complex matrices, let the commutant \(G'\) be the set of matrices that commute with every element of \(G\), and let \(G''=(G')'\). If \(S\) is a complex algebra of such matrices that contains the identity and the adjoint of each of its elements, then \(S''=S\).

```lean
import Mathlib

open Matrix

namespace DoubleCommutant

noncomputable section

variable {n : Type*} [Fintype n] [DecidableEq n]
```

In Lean, `n` is a finite index type that labels the states of an orthonormal basis, and `commutant` accepts any set of matrices. The superscript in `Aᴴ` denotes the adjoint \(A^\dagger\), not a Hamiltonian.

```lean
/-- The commutant of a set of matrices: all matrices that commute with each of its elements. -/
def commutant (G : Set (Matrix n n ℂ)) : Set (Matrix n n ℂ) :=
  {A | ∀ B ∈ G, A * B = B * A}
```

## Adjoints in the algebra

The hypothesis `hS` says that \(A\in S\) implies \(A^\dagger\in S\): an algebra with a lowering operator also has the raising operator. By hand, it enters through

\[
\operatorname{tr}(Y^\dagger Y)=\sum_{i,j}|Y_{ij}|^2 ,
\]

which vanishes only for \(Y=0\).

```lean
omit [DecidableEq n] in
/-- A matrix whose Hilbert-Schmidt norm vanishes is zero. -/
theorem eq_zero_of_trace (Y : Matrix n n ℂ) (h : Matrix.trace (Yᴴ * Y) = 0) : Y = 0 := by
  -- the trace is the sum of the squared moduli of all entries
  have h1 : Matrix.trace (Yᴴ * Y) = ((∑ j, ∑ i, Complex.normSq (Y i j) : ℝ) : ℂ) := by
    simp only [Matrix.trace, Matrix.diag_apply, Matrix.mul_apply, Matrix.conjTranspose_apply,
      Complex.ofReal_sum, Complex.normSq_eq_conj_mul_self, starRingEnd_apply]
  have h2 := Complex.ofReal_eq_zero.mp (h1.symm.trans h)
  ext i j
  have h3 := (Finset.sum_eq_zero_iff_of_nonneg (fun j _ =>
    Finset.sum_nonneg fun i _ => Complex.normSq_nonneg (Y i j))).mp h2 j (Finset.mem_univ j)
  have h4 := (Finset.sum_eq_zero_iff_of_nonneg (fun i _ =>
    Complex.normSq_nonneg (Y i j))).mp h3 i (Finset.mem_univ i)
  exact Complex.normSq_eq_zero.mp h4
```

Send \(Y\in S\) to the linear functional \(A\mapsto\operatorname{tr}(AY)\) on \(S\). If this functional is zero, the choice \(A=Y^\dagger\in S\) gives \(Y=0\), so the map is injective. Since \(S\) and its dual have the same finite dimension, it is also bijective. Hence each matrix \(X\) has exactly one \(P(X)\in S\) with

\[
\operatorname{tr}(A\,P(X))=\operatorname{tr}(AX)\quad\text{for all }A\in S .
\]

The map \(P\) is linear, and \(P(X)=X\) for \(X\in S\). For \(A,B\in S\), closure under products gives

\[
\operatorname{tr}(B\,A\,P(X))=\operatorname{tr}(BAX).
\]

As \(A\,P(X)\) lies in \(S\), uniqueness yields \(P(AX)=A\,P(X)\).

In the proof, `φ` turns a matrix into its trace functional, `ψ` is the restriction of `φ` to \(S\), and `e` is the resulting bijection. The uniqueness argument is `key`, which tests the difference of two candidates against its own adjoint.

```lean
/-- For a unital matrix algebra `S` closed under conjugate transpose there is a linear projection
of all matrices onto `S` that commutes with left multiplication by elements of `S`. -/
theorem exists_projection (S : Subalgebra ℂ (Matrix n n ℂ)) (hS : ∀ A ∈ S, Aᴴ ∈ S) :
    ∃ P : Matrix n n ℂ →ₗ[ℂ] Matrix n n ℂ,
      (∀ X, P X ∈ S) ∧ (∀ A ∈ S, P A = A) ∧ ∀ A ∈ S, ∀ X, P (A * X) = A * P X := by
  -- each matrix gives a functional on `S` through the trace
  let φ : Matrix n n ℂ →ₗ[ℂ] Module.Dual ℂ S :=
    LinearMap.mk₂ ℂ (fun X (A : S) => Matrix.trace ((A : Matrix n n ℂ) * X))
      (by intros; simp [Matrix.mul_add]) (by intros; simp)
      (by intros; simp [Matrix.add_mul]) (by intros; simp)
  let ψ : S →ₗ[ℂ] Module.Dual ℂ S := φ ∘ₗ S.val.toLinearMap
  have hψ : Function.Injective ψ := (injective_iff_map_eq_zero ψ).mpr fun Y hY =>
    Subtype.ext (eq_zero_of_trace _ (LinearMap.congr_fun hY ⟨(Y : Matrix n n ℂ)ᴴ, hS _ Y.2⟩))
  -- so every functional on `S` comes from exactly one element of `S`
  let e := LinearMap.linearEquivOfInjective ψ hψ Subspace.dual_finrank_eq.symm
  have he : ∀ X (A : S), Matrix.trace ((A : Matrix n n ℂ) * (e.symm (φ X) : Matrix n n ℂ)) =
      Matrix.trace ((A : Matrix n n ℂ) * X) := fun X A => by
    have h : ψ (e.symm (φ X)) = φ X := e.apply_symm_apply (φ X)
    exact LinearMap.congr_fun h A
  have key : ∀ Y ∈ S, ∀ X, (∀ A ∈ S, Matrix.trace (A * Y) = Matrix.trace (A * X)) →
      (e.symm (φ X) : Matrix n n ℂ) = Y := fun Y hY X h => by
    refine sub_eq_zero.mp (eq_zero_of_trace _ ?_)
    have hm := hS _ (S.sub_mem (e.symm (φ X)).2 hY)
    have a := he X ⟨_, hm⟩
    have b := h _ hm
    rw [Matrix.mul_sub, Matrix.trace_sub]
    exact sub_eq_zero.mpr (a.trans b.symm)
  refine ⟨S.val.toLinearMap ∘ₗ e.symm.toLinearMap ∘ₗ φ, fun X => (e.symm (φ X)).2,
    fun A hA => key A hA A (fun _ _ => rfl), fun A hA X =>
    key (A * (e.symm (φ X) : Matrix n n ℂ)) (S.mul_mem hA (e.symm (φ X)).2) (A * X)
      fun B hB => ?_⟩
  rw [← Matrix.mul_assoc, ← Matrix.mul_assoc]
  exact he X ⟨B * A, S.mul_mem hB hA⟩
```

## A finite basis and the identity

`Subalgebra ℂ (Matrix n n ℂ)` supplies closure under sums, products and complex multiples, and also the identity, the observable whose value is 1 in every state.

The finite basis lets us cut \(P\) into \(n\times n\) matrices. Let \(E_{lk}\) have a single 1, in row \(l\) and column \(k\), and set

\[
(P_{jk})_{il}=P(E_{lk})_{ij}.
\]

```lean
/-- The block `(j, k)` of a linear map `P` on matrices: it sends a vector, placed in column `k`
of an otherwise zero matrix, to column `j` of the image under `P`. -/
def block (P : Matrix n n ℂ →ₗ[ℂ] Matrix n n ℂ) (j k : n) : Matrix n n ℂ :=
  Matrix.of fun i l => P (Matrix.single l k 1) i j
```

Since \(TE_{mk}=\sum_l T_{lm}E_{lk}\), linearity gives

\[
(P_{jk}T)_{im}=\sum_l P(E_{lk})_{ij}T_{lm}=P(TE_{mk})_{ij},
\]
\[
(TP_{jk})_{im}=\sum_l T_{il}P(E_{mk})_{lj}=(T\,P(E_{mk}))_{ij}.
\]

So \(T\) commutes with all blocks exactly when \(P(TX)=T\,P(X)\) for every matrix unit \(X\), and hence for every \(X\). These two formulas are `h1` and `h2` below.

```lean
/-- A matrix commutes with all blocks of `P` exactly when `P` commutes with left multiplication
by that matrix. -/
theorem block_commute_iff (P : Matrix n n ℂ →ₗ[ℂ] Matrix n n ℂ) (T : Matrix n n ℂ) :
    (∀ j k, T * block P j k = block P j k * T) ↔ ∀ X, P (T * X) = T * P X := by
  have h1 : ∀ j k i m, (block P j k * T) i m = P (T * Matrix.single m k 1) i j := by
    intro j k i m
    have hs : T * Matrix.single m k 1 = ∑ l, T l m • Matrix.single l k (1 : ℂ) := by
      ext a b
      by_cases h : k = b <;>
        simp [Matrix.mul_apply, Matrix.sum_apply, Matrix.single_apply, h]
    rw [hs, map_sum, Matrix.sum_apply, Matrix.mul_apply]
    refine Finset.sum_congr rfl fun l _ => ?_
    rw [map_smul, Matrix.smul_apply, smul_eq_mul]
    exact mul_comm _ _
  have h2 : ∀ j k i m, (T * block P j k) i m = (T * P (Matrix.single m k 1)) i j := by
    intro j k i m
    rw [Matrix.mul_apply, Matrix.mul_apply]
    rfl
  constructor
  · intro h X
    -- check on matrix units, then extend by linearity
    have hs : ∀ m k c, P (T * Matrix.single m k c) = T * P (Matrix.single m k c) := by
      intro m k c
      have hc : Matrix.single m k c = c • Matrix.single m k (1 : ℂ) := by
        simp [Matrix.smul_single]
      rw [hc, mul_smul_comm, map_smul, map_smul, mul_smul_comm]
      congr 1
      ext i j
      rw [← h1, ← h2, h]
    rw [Matrix.matrix_eq_sum_single X]
    simp only [Finset.mul_sum, map_sum, hs]
  · intro h j k
    ext i m
    rw [h1, h2, h]
```

Every \(A\in S\) satisfies \(P(AX)=A\,P(X)\), so it commutes with the blocks, which therefore lie in \(S'\). A matrix \(T\in S''\) must then commute with them too, and \(P(TX)=T\,P(X)\). At \(X=1\), where \(P(1)=1\) because \(1\in S\), this reads \(P(T)=T\), so \(T\in S\). Conversely, each element of \(S\) commutes with \(S'\) by definition.

A mistake lurks here: \(T\in S''\) can't be applied to \(P\) directly, because \(P\) acts on matrices and isn't an element of \(S'\). Only its blocks are.

```lean
/-- Double commutant theorem: a unital algebra of complex matrices closed under conjugate
transpose equals the commutant of its commutant. -/
theorem double_commutant (S : Subalgebra ℂ (Matrix n n ℂ)) (hS : ∀ A ∈ S, Aᴴ ∈ S) :
    commutant (commutant (S : Set (Matrix n n ℂ))) = S := by
  apply Set.Subset.antisymm
  · intro T hT
    obtain ⟨P, hmem, hfix, hmod⟩ := exists_projection S hS
    -- the blocks of the projection lie in the commutant, so `T` commutes with them
    have hblock : ∀ j k, block P j k ∈ commutant (S : Set (Matrix n n ℂ)) :=
      fun j k A hA => ((block_commute_iff P A).mpr (hmod A hA) j k).symm
    have h := (block_commute_iff P T).mp (fun j k => hT _ (hblock j k)) 1
    rw [hfix 1 S.one_mem, mul_one] at h
    rw [← h]
    exact hmem T
  · intro A hA B hB
    exact (hB A hA).symm
```

Without the identity the equality always fails, because every double commutant contains the identity. The multiples of \(\operatorname{diag}(1,0)\) are closed under sums, products and adjoints, but their double commutant consists of all diagonal \(2\times2\) matrices.

The theorem that bears von Neumann's name treats operators on a Hilbert space of any dimension and needs a topological closure condition, which every matrix algebra meets automatically. To use the matrix result for a system whose state space is infinite-dimensional, one must first justify the truncation to a finite basis: operators that commute may have truncated matrices that don't.

## Generators closed under adjoints

Often only a set \(G\) is given, such as the unitary matrices of a finite symmetry group. If \(G\) contains its adjoints, \(G''\) is the unital algebra generated by \(G\). For such a group in a finite basis, a matrix that commutes with every matrix respecting the symmetry is thus a linear combination of the group's matrices.

The proof shows by induction over sums and products that the generated algebra is closed under adjoints, and then applies the theorem. A second induction shows that its elements commute with \(G'\).

```lean
/-- For a set of matrices closed under conjugate transpose, the double commutant is the unital
algebra generated by the set. -/
theorem double_commutant_adjoin (G : Set (Matrix n n ℂ)) (hG : ∀ A ∈ G, Aᴴ ∈ G) :
    commutant (commutant G) = (Algebra.adjoin ℂ G : Set (Matrix n n ℂ)) := by
  have hstar : ∀ A ∈ Algebra.adjoin ℂ G, Aᴴ ∈ Algebra.adjoin ℂ G := by
    intro A hA
    induction hA using Algebra.adjoin_induction with
    | mem x hx => exact Algebra.subset_adjoin (hG x hx)
    | algebraMap r =>
      rw [Algebra.algebraMap_eq_smul_one, Matrix.conjTranspose_smul, Matrix.conjTranspose_one]
      exact Subalgebra.smul_mem _ (Subalgebra.one_mem _) _
    | add x y _ _ hx hy =>
      rw [Matrix.conjTranspose_add]
      exact Subalgebra.add_mem _ hx hy
    | mul x y _ _ hx hy =>
      rw [Matrix.conjTranspose_mul]
      exact Subalgebra.mul_mem _ hy hx
  apply Set.Subset.antisymm
  · intro T hT
    rw [← double_commutant _ hstar]
    exact fun B hB => hT B fun A hA => hB A (Algebra.subset_adjoin hA)
  · intro A hA B hB
    induction hA using Algebra.adjoin_induction with
    | mem x hx => exact (hB x hx).symm
    | algebraMap r => exact Algebra.commutes r B
    | add x y _ _ hx hy => rw [add_mul, mul_add, hx, hy]
    | mul x y _ _ hx hy => rw [mul_assoc, hy, ← mul_assoc, hx, mul_assoc]
```

For \(G=\{H\}\), closure under adjoints means that \(H\) is Hermitian, and the generated algebra consists of the polynomials in \(H\), with complex coefficients. This is the check from the beginning. For a single matrix the conclusion survives without Hermiticity, though by a different argument.

```lean
/-- A matrix commutes with everything that commutes with a Hermitian matrix `H` exactly when it
is a polynomial in `H`. -/
theorem polynomial_in_hamiltonian (H T : Matrix n n ℂ) (hH : H.IsHermitian) :
    T ∈ commutant (commutant {H}) ↔ ∃ p : Polynomial ℂ, Polynomial.aeval H p = T := by
  have hG : ∀ A ∈ ({H} : Set (Matrix n n ℂ)), Aᴴ ∈ ({H} : Set (Matrix n n ℂ)) := by
    rintro A rfl
    exact hH
  rw [double_commutant_adjoin _ hG, Algebra.adjoin_singleton_eq_range_aeval]
  exact AlgHom.mem_range _
```

## Only scalars commute with the algebra

For an algebra closed under adjoints, the hypothesis `hirr` is irreducibility: no matrix other than a multiple of the identity commutes with all of \(S\). Every matrix commutes with scalars, so every matrix lies in \(S''=S\), and \(S\) is the full matrix algebra. Without `hirr` this fails for the scalar \(2\times2\) matrices.

```lean
/-- If only multiples of the identity commute with a unital matrix algebra closed under conjugate
transpose, the algebra contains every matrix. -/
theorem eq_top_of_irreducible (S : Subalgebra ℂ (Matrix n n ℂ)) (hS : ∀ A ∈ S, Aᴴ ∈ S)
    (hirr : ∀ A ∈ commutant (S : Set (Matrix n n ℂ)), ∃ c : ℂ, A = c • 1) : S = ⊤ := by
  refine eq_top_iff.mpr fun T _ => ?_
  have h : T ∈ commutant (commutant (S : Set (Matrix n n ℂ))) := by
    intro B hB
    obtain ⟨c, rfl⟩ := hirr B hB
    simp
  rw [double_commutant S hS] at h
  exact h
```

## Upper triangular matrices lack their adjoints

The upper triangular \(2\times2\) matrices form a unital algebra, but the adjoint of \(E_{12}\) is missing.

```lean
/-- The algebra of upper triangular 2 × 2 complex matrices. -/
def upperTriangular : Subalgebra ℂ (Matrix (Fin 2) (Fin 2) ℂ) where
  carrier := {A | A 1 0 = 0}
  mul_mem' := by
    intro a b (ha : a 1 0 = 0) (hb : b 1 0 = 0)
    change (a * b) 1 0 = 0
    simp [Matrix.mul_apply, Fin.sum_univ_two, ha, hb]
  add_mem' := by
    intro a b (ha : a 1 0 = 0) (hb : b 1 0 = 0)
    change (a + b) 1 0 = 0
    simp [ha, hb]
  algebraMap_mem' := by
    intro r
    change (algebraMap ℂ (Matrix (Fin 2) (Fin 2) ℂ) r) 1 0 = 0
    simp [Matrix.algebraMap_matrix_apply]
```

Here the trace argument breaks down, since \(\operatorname{tr}(AE_{12})=A_{21}=0\) for every upper triangular \(A\), although \(E_{12}\neq0\). The equality breaks down as well. A matrix \(B\) that commutes with \(E_{11}\) is diagonal, and if it also commutes with \(E_{12}\), its diagonal entries agree. The commutant is therefore scalar and the double commutant contains every matrix, including \(E_{21}\), which isn't upper triangular. Lean numbers these rows and columns 0 and 1; `e1` and `e2` are the two commutation conditions.

```lean
/-- The double commutant of the upper triangular 2 × 2 matrices consists of all 2 × 2 matrices,
whereas the upper triangular matrices themselves do not. -/
theorem upperTriangular_double_commutant :
    commutant (commutant (upperTriangular : Set (Matrix (Fin 2) (Fin 2) ℂ))) = Set.univ ∧
      (upperTriangular : Set (Matrix (Fin 2) (Fin 2) ℂ)) ≠ Set.univ := by
  constructor
  · refine Set.eq_univ_of_forall fun T B hB => ?_
    -- two upper triangular matrices already force `B` to be a scalar
    have e1 : B * !![1, 0; 0, 0] = !![1, 0; 0, 0] * B := hB _ (by
      change (!![1, 0; 0, 0] : Matrix (Fin 2) (Fin 2) ℂ) 1 0 = 0
      simp)
    have e2 : B * !![0, 1; 0, 0] = !![0, 1; 0, 0] * B := hB _ (by
      change (!![0, 1; 0, 0] : Matrix (Fin 2) (Fin 2) ℂ) 1 0 = 0
      simp)
    have h01 : B 0 1 = 0 := by
      simpa [Matrix.mul_apply, Fin.sum_univ_two] using (congrFun (congrFun e1 0) 1).symm
    have h10 : B 1 0 = 0 := by
      simpa [Matrix.mul_apply, Fin.sum_univ_two] using congrFun (congrFun e1 1) 0
    have h00 : B 0 0 = B 1 1 := by
      simpa [Matrix.mul_apply, Fin.sum_univ_two] using congrFun (congrFun e2 0) 1
    have hs : B = B 1 1 • (1 : Matrix (Fin 2) (Fin 2) ℂ) := by
      ext i j
      fin_cases i <;> fin_cases j <;> simp [h01, h10, h00]
    rw [hs]
    simp
  · intro h
    have h1 : (!![0, 0; 1, 0] : Matrix (Fin 2) (Fin 2) ℂ) ∈
        (upperTriangular : Set (Matrix (Fin 2) (Fin 2) ℂ)) := by
      rw [h]
      exact Set.mem_univ _
    have h2 : (!![0, 0; 1, 0] : Matrix (Fin 2) (Fin 2) ℂ) 1 0 = 0 := h1
    simp at h2

end

end DoubleCommutant
```

```lean
#print axioms DoubleCommutant.double_commutant
-- 'DoubleCommutant.double_commutant' depends on axioms: [propext, Classical.choice, Quot.sound]
#print axioms DoubleCommutant.polynomial_in_hamiltonian
-- 'DoubleCommutant.polynomial_in_hamiltonian' depends on axioms: [propext, Classical.choice, Quot.sound]
#print axioms DoubleCommutant.eq_top_of_irreducible
-- 'DoubleCommutant.eq_top_of_irreducible' depends on axioms: [propext, Classical.choice, Quot.sound]
#print axioms DoubleCommutant.upperTriangular_double_commutant
-- 'DoubleCommutant.upperTriangular_double_commutant' depends on axioms: [propext, Classical.choice, Quot.sound]
```
